# Error of linearising the PAW one-centre Coulomb energy in the occupancies

Take an augmentation sphere with a single projector pair \(p\) and occupancy \(\rho\). The all-electron density is \(\bar a+\rho\,a_p\), the pseudo density is \(\bar b+\rho\,b_p\), and \((x,y)\) denotes the Coulomb integral of two densities. The one-centre energy is half the self-energy of the first density minus half that of the second. It is a parabola in \(\rho\), with \(\rho^2\) coefficient

\[
\tfrac12\big[(a_p,a_p)-(b_p,b_p)\big].
\]

Replacing the parabola by its tangent at a reference occupancy costs this coefficient times the squared distance from the reference. The tangent is exact when the two self-integrals agree, even if \(a_p\) and \(b_p\) are different densities. Several pairs add cross terms, which the problems below work out.

## Densities, energy and strengths in one sphere

Densities are elements of a real vector space `V`, and `ι` is the finite set of projector pairs.

In Lean 4 with Mathlib:

```lean
import Mathlib

open Finset

namespace UltrasoftFromPAW

noncomputable section

variable {V ι : Type*} [AddCommGroup V] [Module ℝ V] [Fintype ι]
```

The structure `Sphere` holds the fixed densities \(\bar a,\bar b\) (`a0`, `b0`), such as those of the frozen core, and the pair densities \(a_p,b_p\) (`a p`, `b p`). A compensation charge, if present, can be counted in the pseudo data.

```lean
/-- One-centre data of an augmentation sphere: all-electron densities `a0`, `a p` and
pseudo densities `b0`, `b p`, with `p` labelling the projector pairs. -/
structure Sphere (V ι : Type*) where
  a0 : V
  a : ι → V
  b0 : V
  b : ι → V
```

For occupancies \(\rho=(\rho_p)\), the densities are \(a(\rho)=\bar a+\sum_p\rho_p a_p\) and \(b(\rho)=\bar b+\sum_p\rho_p b_p\).

```lean
/-- The density `v0 + ∑ rho_p v_p` built from the occupancies `rho`. -/
def density (v0 : V) (v : ι → V) (rho : ι → ℝ) : V := v0 + ∑ p, rho p • v p
```

The energy is \(E(\rho)=\tfrac12(a(\rho),a(\rho))-\tfrac12(b(\rho),b(\rho))\). The Coulomb integral is the bilinear map `C`. Its symmetry, the hypothesis `hC` in the theorems, stands for the symmetry of the kernel \(1/|\mathbf r-\mathbf r'|\). Positivity is not assumed.

```lean
/-- The PAW one-centre Coulomb energy: half the all-electron self-energy minus half the pseudo
self-energy. -/
def energy (C : V →ₗ[ℝ] V →ₗ[ℝ] ℝ) (S : Sphere V ι) (rho : ι → ℝ) : ℝ :=
  1 / 2 * C (density S.a0 S.a rho) (density S.a0 S.a rho)
    - 1 / 2 * C (density S.b0 S.b rho) (density S.b0 S.b rho)
```

The one-centre Coulomb part of the nonlocal strength, called the strength below, is \(D_p(\rho)=(a(\rho),a_p)-(b(\rho),b_p)\).

```lean
/-- The nonlocal strength `D_p` at the occupancies `rho`. -/
def strength (C : V →ₗ[ℝ] V →ₗ[ℝ] ℝ) (S : Sphere V ι) (rho : ι → ℝ) (p : ι) : ℝ :=
  C (density S.a0 S.a rho) (S.a p) - C (density S.b0 S.b rho) (S.b p)
```

The mismatch of the pair integrals is \(K_{ps}=(a_p,a_s)-(b_p,b_s)\).

```lean
/-- The difference of the all-electron and pseudo Coulomb integrals of two pairs. -/
def mismatch (C : V →ₗ[ℝ] V →ₗ[ℝ] ℝ) (S : Sphere V ι) (p s : ι) : ℝ :=
  C (S.a p) (S.a s) - C (S.b p) (S.b s)
```

Ultrasoft pseudopotentials can be obtained from PAW by linearising the one-centre energy about the occupancies of a reference atom. With reference occupancies \(\rho^{\mathrm{ref}}\) (`rho0`) and \(d=\rho-\rho^{\mathrm{ref}}\), the ultrasoft energy is \(E_{\mathrm{US}}(\rho)=E(\rho^{\mathrm{ref}})+\sum_p d_p D_p(\rho^{\mathrm{ref}})\).

```lean
/-- The ultrasoft energy: the one-centre energy linearised at the reference `rho0`. -/
def ultrasoftEnergy (C : V →ₗ[ℝ] V →ₗ[ℝ] ℝ) (S : Sphere V ι) (rho0 rho : ι → ℝ) : ℝ :=
  energy C S rho0 + ∑ p, (rho p - rho0 p) * strength C S rho0 p
```

The model contains only this Coulomb term of one sphere. Exchange-correlation, kinetic energy and the plane-wave part are absent. The occupancies are independent real numbers, with no positivity or particle-number constraint.

## Problems

### (a) Changing the occupancies

Show that a change \(d\) of the occupancies shifts a density \(v(\rho)=\bar v+\sum_p\rho_p v_p\) by

\[
v(\rho+d)-v(\rho)=\sum_p d_p v_p .
\]

**Solution.** Split \((\rho_p+d_p)v_p=\rho_pv_p+d_pv_p\) in the sum and regroup. The `simp only` call does the splitting and `abel` the regrouping.

```lean
/-- A change `d` of the occupancies adds `∑ d_p v_p` to the density. -/
theorem density_add (v0 : V) (v : ι → V) (rho d : ι → ℝ) :
    density v0 v (rho + d) = density v0 v rho + ∑ p, d p • v p := by
  simp only [density, Pi.add_apply, add_smul, Finset.sum_add_distrib]
  abel
```

### (b) Self-energy of a shifted density

Expand the self-energy of \(u+\sum_p d_pv_p\):

\[
\Big(u+\sum_p d_pv_p,\;u+\sum_s d_sv_s\Big)=(u,u)+2\sum_p d_p(u,v_p)+\sum_{p,s}d_pd_s(v_p,v_s).
\]

**Solution.** Write \(w=\sum_pd_pv_p\). Bilinearity gives \((u,u)+(u,w)+(w,u)+(w,w)\). By symmetry the two middle terms are equal, and each is \(\sum_pd_p(u,v_p)\). Expanding both arguments of \((w,w)\) gives the double sum. In the code, `h1` expands the second argument and `h2` the term \((w,w)\).

```lean
/-- The Coulomb self-energy of a density `u` to which `∑ d_p v_p` is added. -/
theorem selfEnergy_add (C : V →ₗ[ℝ] V →ₗ[ℝ] ℝ) (hC : ∀ x y, C x y = C y x)
    (u : V) (v : ι → V) (d : ι → ℝ) :
    C (u + ∑ p, d p • v p) (u + ∑ p, d p • v p) =
      C u u + 2 * ∑ p, d p * C u (v p) + ∑ p, ∑ s, d p * d s * C (v p) (v s) := by
  have h1 : ∀ w, C w (∑ p, d p • v p) = ∑ p, d p * C w (v p) := by
    intro w
    simp only [map_sum, map_smul, smul_eq_mul]
  have h2 : C (∑ p, d p • v p) (∑ p, d p • v p) =
      ∑ p, ∑ s, d p * d s * C (v p) (v s) := by
    rw [h1]
    refine Finset.sum_congr rfl fun p _ => ?_
    rw [hC _ (v p), h1, Finset.mul_sum]
    exact Finset.sum_congr rfl fun s _ => by ring
  simp only [map_add, LinearMap.add_apply]
  rw [h2, hC (∑ p, d p • v p) u, h1 u]
  ring
```

### (c) Exact second-order expansion

Show that the energy has no terms beyond second order:

\[
E(\rho+d)=E(\rho)+\sum_pd_pD_p(\rho)+\tfrac12\sum_{p,s}d_pd_sK_{ps}.
\]

**Solution.** By (a), both densities are shifted by their pair densities. Apply (b) to each, multiply by \(\tfrac12\) and subtract. The linear terms combine to \(\sum_pd_p[(a(\rho),a_p)-(b(\rho),b_p)]\), and the quadratic terms to the mismatch. The steps `hD` and `hK` split these two sums into their all-electron and pseudo parts, so that the two uses of (b) can be matched.

```lean
/-- The one-centre energy is exactly quadratic in a change `d` of the occupancies. -/
theorem energy_add (C : V →ₗ[ℝ] V →ₗ[ℝ] ℝ) (hC : ∀ x y, C x y = C y x)
    (S : Sphere V ι) (rho d : ι → ℝ) :
    energy C S (rho + d) = energy C S rho + ∑ p, d p * strength C S rho p
      + 1 / 2 * ∑ p, ∑ s, d p * d s * mismatch C S p s := by
  have hD : ∑ p, d p * strength C S rho p =
      ∑ p, d p * C (density S.a0 S.a rho) (S.a p)
        - ∑ p, d p * C (density S.b0 S.b rho) (S.b p) := by
    simp only [strength, mul_sub, Finset.sum_sub_distrib]
  have hK : ∑ p, ∑ s, d p * d s * mismatch C S p s =
      ∑ p, ∑ s, d p * d s * C (S.a p) (S.a s)
        - ∑ p, ∑ s, d p * d s * C (S.b p) (S.b s) := by
    simp only [mismatch, mul_sub, Finset.sum_sub_distrib]
  rw [hD, hK]
  simp only [energy, density_add]
  rw [selfEnergy_add C hC, selfEnergy_add C hC]
  ring
```

### (d) The strengths are derivatives

Show that, for every direction \(d\),

\[
\frac{\mathrm d}{\mathrm dt}E(\rho+t\,d)\Big|_{t=0}=\sum_pd_pD_p(\rho).
\]

**Solution.** Put \(t\,d\) for \(d\) in (c):

\[
E(\rho+t\,d)=E(\rho)+t\sum_pd_pD_p(\rho)+\tfrac{t^2}{2}\sum_{p,s}d_pd_sK_{ps}.
\]

The derivative of the last term vanishes at \(t=0\). The code first proves this polynomial form, with `h1` and `h2` pulling out \(t\) and \(t^2\), and then differentiates term by term. The ultrasoft energy defined above is therefore the tangent to \(E\) at the reference.

```lean
/-- The derivative of the one-centre energy at `rho` along `d` is `∑ d_p D_p`. -/
theorem hasDerivAt_energy (C : V →ₗ[ℝ] V →ₗ[ℝ] ℝ) (hC : ∀ x y, C x y = C y x)
    (S : Sphere V ι) (rho d : ι → ℝ) :
    HasDerivAt (fun t : ℝ => energy C S (rho + t • d))
      (∑ p, d p * strength C S rho p) 0 := by
  have h : (fun t : ℝ => energy C S (rho + t • d)) = fun t : ℝ =>
      (energy C S rho + t * ∑ p, d p * strength C S rho p)
        + t ^ 2 * (1 / 2 * ∑ p, ∑ s, d p * d s * mismatch C S p s) := by
    funext t
    have h1 : ∑ p, (t • d) p * strength C S rho p =
        t * ∑ p, d p * strength C S rho p := by
      rw [Finset.mul_sum]
      refine Finset.sum_congr rfl fun p _ => ?_
      simp only [Pi.smul_apply, smul_eq_mul]
      ring
    have h2 : ∑ p, ∑ s, (t • d) p * (t • d) s * mismatch C S p s =
        t ^ 2 * ∑ p, ∑ s, d p * d s * mismatch C S p s := by
      simp only [Finset.mul_sum]
      refine Finset.sum_congr rfl fun p _ => Finset.sum_congr rfl fun s _ => ?_
      simp only [Pi.smul_apply, smul_eq_mul]
      ring
    rw [energy_add C hC, h1, h2]
    ring
  rw [h]
  refine HasDerivAt.congr_deriv (HasDerivAt.fun_add
    (((hasDerivAt_id' (0 : ℝ)).mul_const _).const_add _)
    ((hasDerivAt_pow 2 (0 : ℝ)).mul_const _)) ?_
  simp
```

### (e) The linearisation error

Find the difference between the PAW and the ultrasoft energy:

\[
E(\rho)-E_{\mathrm{US}}(\rho)=\tfrac12\sum_{p,s}(\rho_p-\rho^{\mathrm{ref}}_p)(\rho_s-\rho^{\mathrm{ref}}_s)K_{ps}.
\]

**Solution.** Use (c) at \(\rho^{\mathrm{ref}}\) with \(d=\rho-\rho^{\mathrm{ref}}\). The constant and linear terms are exactly \(E_{\mathrm{US}}(\rho)\), and the quadratic term remains. In this Coulomb-only model of one sphere, the ultrasoft energy at given occupancies thus agrees with the PAW energy to first order around the reference.

```lean
/-- The PAW energy minus the ultrasoft energy is half the quadratic form of the
pair-integral mismatch in the deviation from the reference occupancies. -/
theorem energy_sub_ultrasoft (C : V →ₗ[ℝ] V →ₗ[ℝ] ℝ) (hC : ∀ x y, C x y = C y x)
    (S : Sphere V ι) (rho0 rho : ι → ℝ) :
    energy C S rho - ultrasoftEnergy C S rho0 rho =
      1 / 2 * ∑ p, ∑ s, (rho p - rho0 p) * (rho s - rho0 s) * mismatch C S p s := by
  have h := energy_add C hC S rho0 (rho - rho0)
  rw [add_sub_cancel] at h
  simp only [Pi.sub_apply] at h
  rw [h, ultrasoftEnergy]
  ring
```

### (f) When the linearisation is exact

Show that, for any fixed reference,

\[
E(\rho)=E_{\mathrm{US}}(\rho)\ \text{for all }\rho\quad\Longleftrightarrow\quad(a_p,a_s)=(b_p,b_s)\ \text{for all }p,s.
\]

**Solution.** If the integrals agree, every \(K_{ps}\) is zero and (e) gives no error. Conversely, suppose that the error vanishes for all \(\rho\). Then \(\sum_{p,s}d_pd_sK_{ps}=0\) for every \(d\), which is `hQ`. Let \(e_p\) be the unit change of occupancy \(p\), and insert \(d=e_p+e_q\):

\[
K_{pp}+K_{pq}+K_{qp}+K_{qq}=0 .
\]

This is `hK`, with `hδ` evaluating the sums. For \(q=p\) it reads \(4K_{pp}=0\), so the diagonal vanishes. What remains is \(K_{pq}+K_{qp}=0\), and since \(K\) is symmetric (`h4`), \(K_{pq}=0\).

The condition depends on which occupancies are admitted. If the model had just two pairs \(p\neq q\) and fixed their total occupancy, only \(d=(t,-t)\) would occur, and exactness would require just \(K_{pp}-2K_{pq}+K_{qq}=0\).

```lean
/-- The ultrasoft energy equals the PAW energy at all occupancies if and only if the
all-electron and pseudo pair densities have the same Coulomb integrals. -/
theorem ultrasoft_exact_iff (C : V →ₗ[ℝ] V →ₗ[ℝ] ℝ) (hC : ∀ x y, C x y = C y x)
    (S : Sphere V ι) (rho0 : ι → ℝ) :
    (∀ rho, energy C S rho = ultrasoftEnergy C S rho0 rho) ↔
      ∀ p s, C (S.a p) (S.a s) = C (S.b p) (S.b s) := by
  classical
  constructor
  · intro h
    have hQ : ∀ d : ι → ℝ, ∑ p, d p * ∑ s, d s * mismatch C S p s = 0 := by
      intro d
      have e := energy_sub_ultrasoft C hC S rho0 (rho0 + d)
      rw [h, sub_self] at e
      simp only [Pi.add_apply, add_sub_cancel_left, mul_assoc, ← Finset.mul_sum] at e
      linarith
    have hδ : ∀ (p q : ι) (f : ι → ℝ),
        ∑ i, ((if i = p then (1 : ℝ) else 0) + (if i = q then 1 else 0)) * f i
          = f p + f q := by
      intro p q f
      simp [add_mul, Finset.sum_add_distrib]
    -- insert the change `e_p + e_q` of the occupancies into `hQ`
    have hK : ∀ p q, mismatch C S p p + mismatch C S p q
        + (mismatch C S q p + mismatch C S q q) = 0 := by
      intro p q
      have e := hQ (fun i => (if i = p then (1 : ℝ) else 0) + (if i = q then 1 else 0))
      simp only [hδ] at e
      exact e
    intro p q
    have h1 := hK p p
    have h2 := hK q q
    have h3 := hK p q
    have h4 : mismatch C S q p = mismatch C S p q := by
      simp only [mismatch, hC (S.a q) (S.a p), hC (S.b q) (S.b p)]
    have h5 : mismatch C S p q = 0 := by linarith
    exact sub_eq_zero.mp h5
  · intro h rho
    have e := energy_sub_ultrasoft C hC S rho0 rho
    simp only [mismatch, h, sub_self, mul_zero, Finset.sum_const_zero] at e
    exact sub_eq_zero.mp e
```

### (g) How the PAW strengths respond

Show that the strengths change linearly with the occupancies:

\[
D_p(\rho)-D_p(\rho^{\mathrm{ref}})=\sum_sK_{ps}(\rho_s-\rho^{\mathrm{ref}}_s).
\]

**Solution.** By (a), \(a(\rho)=a(\rho^{\mathrm{ref}})+\sum_sd_sa_s\), so \((a(\rho),a_p)\) changes by \(\sum_s(a_p,a_s)d_s\), using symmetry. The pseudo term changes in the same way with \(b\) for \(a\), and subtraction gives \(K_{ps}\). The step `h` treats both cases at once. The linearised energy keeps its strengths at their reference values, so this is the response that it omits.

```lean
/-- The change of the PAW strengths between two sets of occupancies is linear in the
deviation, with the pair-integral mismatch as coefficients. -/
theorem strength_sub (C : V →ₗ[ℝ] V →ₗ[ℝ] ℝ) (hC : ∀ x y, C x y = C y x)
    (S : Sphere V ι) (rho0 rho : ι → ℝ) (p : ι) :
    strength C S rho p - strength C S rho0 p =
      ∑ s, mismatch C S p s * (rho s - rho0 s) := by
  have h : ∀ (v0 : V) (v : ι → V), C (density v0 v rho) (v p) =
      C (density v0 v rho0) (v p) + ∑ s, C (v p) (v s) * (rho s - rho0 s) := by
    intro v0 v
    have e := density_add v0 v rho0 (rho - rho0)
    rw [add_sub_cancel] at e
    rw [e, hC _ (v p), hC (density v0 v rho0) (v p)]
    simp only [map_add, map_sum, map_smul, smul_eq_mul, Pi.sub_apply, mul_comm]
  simp only [strength, h, mismatch, sub_mul, Finset.sum_sub_distrib]
  ring
```

### (h) A bound on the error

Suppose that \(|K_{ps}|\le\kappa\) for all \(p,s\). The number \(\kappa\) bounds how far the Coulomb integrals of the pseudo pair densities deviate from the all-electron ones. Show that

\[
|E(\rho)-E_{\mathrm{US}}(\rho)|\le\frac{\kappa}{2}\Big(\sum_p|\rho_p-\rho^{\mathrm{ref}}_p|\Big)^2 .
\]

**Solution.** Apply the triangle inequality to the double sum in (e) and bound each \(|K_{ps}|\) by \(\kappa\), which is `h`. The remaining sum factorises, \(\sum_{p,s}|d_p||d_s|=(\sum_p|d_p|)^2\), which is `e`. The factor \(\tfrac12\) comes from (e).

```lean
/-- If no pair-integral mismatch exceeds `κ` in magnitude, the ultrasoft error is at most
`κ / 2` times the squared total absolute deviation of the occupancies. -/
theorem ultrasoft_error_le (C : V →ₗ[ℝ] V →ₗ[ℝ] ℝ) (hC : ∀ x y, C x y = C y x)
    (S : Sphere V ι) (rho0 rho : ι → ℝ) (κ : ℝ) (hκ : ∀ p s, |mismatch C S p s| ≤ κ) :
    |energy C S rho - ultrasoftEnergy C S rho0 rho| ≤
      κ / 2 * (∑ p, |rho p - rho0 p|) ^ 2 := by
  have h : |∑ p, ∑ s, (rho p - rho0 p) * (rho s - rho0 s) * mismatch C S p s| ≤
      ∑ p, ∑ s, |rho p - rho0 p| * |rho s - rho0 s| * κ := by
    refine (Finset.abs_sum_le_sum_abs _ _).trans (Finset.sum_le_sum fun p _ => ?_)
    refine (Finset.abs_sum_le_sum_abs _ _).trans (Finset.sum_le_sum fun s _ => ?_)
    rw [abs_mul, abs_mul]
    exact mul_le_mul_of_nonneg_left (hκ p s) (by positivity)
  have e : ∑ p, ∑ s, |rho p - rho0 p| * |rho s - rho0 s| * κ =
      (∑ p, |rho p - rho0 p|) ^ 2 * κ := by
    rw [sq, Finset.sum_mul_sum]
    simp only [Finset.sum_mul]
  rw [energy_sub_ultrasoft C hC, abs_mul, abs_of_pos (by norm_num : (0 : ℝ) < 1 / 2)]
  rw [e] at h
  linarith
```

### (i) Different densities, no error

Find a symmetric interaction and a sphere with two pairs, numbered 0 and 1, for which

\[
a_0\neq b_0,\qquad E(\rho)=E_{\mathrm{US}}(\rho)\ \text{for all }\rho\text{ and all }\rho^{\mathrm{ref}} .
\]

**Solution.** Let densities have two components, and let the Euclidean product stand in for the Coulomb integral.

```lean
/-- A model interaction on densities with two components: the Euclidean product. -/
def modelForm : (ℝ × ℝ) →ₗ[ℝ] (ℝ × ℝ) →ₗ[ℝ] ℝ :=
  LinearMap.mk₂ ℝ (fun x y => x.1 * y.1 + x.2 * y.2)
    (by intro x y z; simp only [Prod.fst_add, Prod.snd_add]; ring)
    (by intro c x y; simp only [Prod.smul_fst, Prod.smul_snd, smul_eq_mul]; ring)
    (by intro x y z; simp only [Prod.fst_add, Prod.snd_add]; ring)
    (by intro c x y; simp only [Prod.smul_fst, Prod.smul_snd, smul_eq_mul]; ring)
```

Take \(a_0=(1,0)\), \(a_1=(0,1)\) and swap them for the pseudo pairs: \(b_0=(0,1)\), \(b_1=(1,0)\). The fixed densities are \(\bar a=(1,0)\) and \(\bar b=(0,0)\). In the code these two are `a0` and `b0`, while the pair densities \(a_0\) and \(b_0\) are `a 0` and `b 0`. Likewise, \(\rho_0\) below is the occupancy of pair 0, not the reference `rho0`.

```lean
/-- A model sphere with two pairs whose pseudo densities are the all-electron ones swapped. -/
def modelSphere : Sphere (ℝ × ℝ) (Fin 2) where
  a0 := (1, 0)
  a := ![(1, 0), (0, 1)]
  b0 := (0, 0)
  b := ![(0, 1), (1, 0)]
```

Both sets of pairs are orthonormal, so all pair integrals agree and (f) applies. Directly,

\[
E(\rho)=\tfrac12\big[(1+\rho_0)^2+\rho_1^2\big]-\tfrac12\big[\rho_1^2+\rho_0^2\big]=\tfrac12+\rho_0 ,
\]

which is already affine in the occupancies. The code takes the route through (f) and checks the four pair integrals case by case with `fin_cases`.

```lean
/-- In the model the interaction is symmetric, the all-electron and pseudo densities of the
first pair differ, and the ultrasoft energy is exact for every reference. -/
theorem ultrasoft_exact_witness :
    (∀ x y, modelForm x y = modelForm y x) ∧ modelSphere.a 0 ≠ modelSphere.b 0 ∧
      ∀ rho0 rho, energy modelForm modelSphere rho =
        ultrasoftEnergy modelForm modelSphere rho0 rho := by
  have hC : ∀ x y, modelForm x y = modelForm y x := by
    intro x y
    simp only [modelForm, LinearMap.mk₂_apply]
    ring
  refine ⟨hC, by simp [modelSphere], fun rho0 => ?_⟩
  refine (ultrasoft_exact_iff modelForm hC modelSphere rho0).mpr ?_
  intro p s
  fin_cases p <;> fin_cases s <;> simp [modelForm, modelSphere, LinearMap.mk₂_apply]

end

end UltrasoftFromPAW
```

```lean
#print axioms UltrasoftFromPAW.energy_add
#print axioms UltrasoftFromPAW.ultrasoft_exact_iff
#print axioms UltrasoftFromPAW.strength_sub
#print axioms UltrasoftFromPAW.ultrasoft_error_le
```

```
'UltrasoftFromPAW.energy_add' depends on axioms: [propext, Classical.choice, Quot.sound]
'UltrasoftFromPAW.ultrasoft_exact_iff' depends on axioms: [propext, Classical.choice, Quot.sound]
'UltrasoftFromPAW.strength_sub' depends on axioms: [propext, Classical.choice, Quot.sound]
'UltrasoftFromPAW.ultrasoft_error_le' depends on axioms: [propext, Classical.choice, Quot.sound]
```
